# Rumin's integral over energy cutoffs and the density power it produces

Suppose the kinetic energy of many fermions is bounded from below with a single energy cutoff \(e\). The exclusion principle limits the density that the orbital components below the cutoff can carry. Where the total density exceeds this limit, components above the cutoff must be present, and they cost at least \(e\) per particle. Such a bound grows only linearly with the density \(\rho\) where \(\rho\) is large, and it vanishes where \(\rho\) is small enough to fit below the cutoff. The Thomas-Fermi power \(\rho^{5/3}\) is missed in both regimes. Integrating over all cutoffs recovers this power, with an explicit constant that is smaller than the Thomas-Fermi one.

## The integral and the bound by hand

Let \(d>0\), \(C>0\) and \(\rho\ge 0\). The claim is

\[
\int_0^\infty \max\!\left(\sqrt{\rho}-\sqrt{C e^{d/2}},\,0\right)^2 de
=\frac{d^2}{(d+2)(d+4)}\,C^{-2/d}\rho^{1+2/d}.
\]

Put \(a=(\rho/C)^{2/d}\), so that \(C a^{d/2}=\rho\). For \(e\ge a\) the integrand is zero. For \(0<e\le a\) it equals

\[
\rho-2\sqrt{\rho}\,\sqrt{C}\,e^{d/4}+C e^{d/2}.
\]

Integration from \(0\) to \(a\) gives

\[
\rho a-\frac{2\sqrt{\rho}\sqrt{C}}{d/4+1}\,a^{d/4+1}+\frac{C}{d/2+1}\,a^{d/2+1}.
\]

Since \(\sqrt{C}\,a^{d/4}=\sqrt{\rho}\), every term is a multiple of \(\rho a\):

\[
\rho a\left(1-\frac{8}{d+4}+\frac{2}{d+2}\right)
=\rho a\,\frac{(d+2)(d+4)-8(d+2)+2(d+4)}{(d+2)(d+4)}
=\rho a\,\frac{d^2}{(d+2)(d+4)}.
\]

Finally \(\rho a=C^{-2/d}\rho^{1+2/d}\). For \(d=3\) the numerical factor is \(9/35\) and the power is \(5/3\).

To apply this, collect the values of all orbitals at a point into a vector \(u\) with \(\|u\|^2=\rho\). At each cutoff write \(u=u^{\rm low}_e+u^{\rm high}_e\), and assume \(\|u^{\rm low}_e\|^2\le C e^{d/2}\). The triangle inequality gives

\[
\|u^{\rm high}_e\|\ge \|u\|-\|u^{\rm low}_e\|\ge\sqrt{\rho}-\sqrt{C e^{d/2}}.
\]

The left side is also non-negative, so it is at least the maximum of the right side and zero. Squaring and integrating over \(e\) yields

\[
\int_0^\infty\|u^{\rm high}_e\|^2\,de\;\ge\;\frac{d^2}{(d+2)(d+4)}\,C^{-2/d}\rho^{1+2/d},
\]

and integrating over space turns this into a bound on \(\int\rho^{1+2/d}\).

The assumed bound on the low part stands for the exclusion principle. For orthonormal orbitals, Bessel's inequality limits the density below the cutoff by the number of plane-wave states per volume with energy up to \(e\), which in \(d\) space dimensions is proportional to \(e^{d/2}\). The units of the kinetic-energy operator and the spin degeneracy enter through \(C\). When the splitting is the spectral one, the high density integrated over cutoff and space is the kinetic energy, because \(\int_0^\infty \mathbf 1(t>e)\,de=t\) for each energy \(t\ge0\).

## Integrand, constant and cutoff in Lean

All quantities are real numbers, and `^` with a real exponent is the real power function.

```lean
import Mathlib

open MeasureTheory Set

namespace RuminKineticBound

noncomputable section
```

The integrand is a function of the energy `e` once `d`, `C` and `ρ` are given.

```lean
/-- The function max(√ρ - √(C e^(d/2)), 0)² of the density `ρ` and the energy cutoff `e`. -/
def highFloor (d C ρ e : ℝ) : ℝ := (max (√ρ - √(C * e ^ (d / 2))) 0) ^ 2
```

The constant keeps its dependence on `C`, so for \(d=3\) it is \((9/35)\,C^{-2/3}\).

```lean
/-- The constant d² / ((d+2)(d+4)) · C^(-2/d). -/
def ruminConstant (d C : ℝ) : ℝ := d ^ 2 / ((d + 2) * (d + 4)) * C ^ (-2 / d)
```

The energy \(a\) above which the integrand vanishes is called `cutoff` in the code. It is fixed by the density, unlike the running cutoff \(e\).

```lean
/-- The energy a = (ρ/C)^(2/d). -/
def cutoff (d C ρ : ℝ) : ℝ := (ρ / C) ^ (2 / d)
```

Its defining property \(C a^{d/2}=\rho\) follows because the exponents \(2/d\) and \(d/2\) multiply to one.

```lean
/-- At the cutoff energy the low-energy density bound C e^(d/2) equals the density `ρ`. -/
theorem cutoff_spec {d C ρ : ℝ} (hd : 0 < d) (hC : 0 < C) (hρ : 0 ≤ ρ) :
    C * cutoff d C ρ ^ (d / 2) = ρ := by
  have h : 2 / d * (d / 2) = 1 := by field_simp
  rw [cutoff, ← Real.rpow_mul (div_nonneg hρ hC.le), h, Real.rpow_one]
  field_simp
```

The next lemma rewrites \(\sqrt{C e^{d/2}}\) as \(\sqrt{C}\,e^{d/4}\), which the middle term of the expanded square needs.

```lean
/-- The square root of the low-energy density bound is √C e^(d/4). -/
theorem sqrt_low {d C e : ℝ} (hC : 0 < C) (he : 0 ≤ e) :
    √(C * e ^ (d / 2)) = √C * e ^ (d / 4) := by
  have h : e ^ (d / 2) = (e ^ (d / 4)) ^ 2 := by
    rw [← Real.rpow_natCast, ← Real.rpow_mul he]
    congr 1
    push_cast
    ring
  rw [Real.sqrt_mul hC.le, h, Real.sqrt_sq (Real.rpow_nonneg he _)]
```

## Evaluating the integral

The theorem has two parts: `highFloor d C ρ` is integrable on the positive half-line `Ioi 0`, and its integral has the stated value. The dimension `d` and the constant `C` are any positive real numbers, and \(\rho=0\) is allowed.

The proof follows the calculation above. The identity `s3` is \(C^{-2/d}\rho^{1+2/d}=\rho a\), and `hzero` says that the integrand vanishes beyond \(a\). Together with continuity on the bounded interval, `hzero` gives integrability. In `hder` the explicit antiderivative is differentiated and matched with the expanded square, after which the fundamental theorem of calculus applies. The bracket is simplified in `hnum`, and the last line inserts \(\sqrt{\rho}\sqrt{C}\,a^{d/4}=\rho\) (`s1`) and \(C a^{d/2}=\rho\) (`s2`) into the boundary terms.

```lean
/-- **Rumin's integral**: the integrand is integrable over all positive energies, and its
integral is d² / ((d+2)(d+4)) · C^(-2/d) · ρ^(1+2/d). -/
theorem rumin_integral {d C ρ : ℝ} (hd : 0 < d) (hC : 0 < C) (hρ : 0 ≤ ρ) :
    IntegrableOn (highFloor d C ρ) (Ioi 0) ∧
      ∫ e in Ioi 0, highFloor d C ρ e = ruminConstant d C * ρ ^ (1 + 2 / d) := by
  have s2 := cutoff_spec hd hC hρ
  have ha : 0 ≤ cutoff d C ρ := Real.rpow_nonneg (div_nonneg hρ hC.le) _
  have s3 : C ^ (-2 / d) * ρ ^ (1 + 2 / d) = ρ * cutoff d C ρ := by
    have h : 2 / d + 1 ≠ 0 := by positivity
    rw [cutoff, Real.div_rpow hρ hC.le, neg_div, Real.rpow_neg hC.le, add_comm 1,
      Real.rpow_add_one' hρ h]
    ring
  generalize cutoff d C ρ = a at s2 s3 ha
  have hp : d / 4 + 1 ≠ 0 := by positivity
  have hq : d / 2 + 1 ≠ 0 := by positivity
  have hcont : Continuous (highFloor d C ρ) := by
    have h : Continuous (fun e : ℝ => e ^ (d / 2)) :=
      continuous_id.rpow_const (fun _ => Or.inr (by positivity))
    exact ((continuous_const.sub (continuous_const.mul h).sqrt).max continuous_const).pow 2
  -- above the cutoff the integrand vanishes
  have hzero : ∀ e ∈ Ioi (0 : ℝ) \ Ioc 0 a, highFloor d C ρ e = 0 := by
    intro e he
    have hae : a ≤ e := by
      by_contra hlt
      exact he.2 ⟨he.1, (not_le.mp hlt).le⟩
    have h1 : ρ ≤ C * e ^ (d / 2) := by
      rw [← s2]
      exact mul_le_mul_of_nonneg_left (Real.rpow_le_rpow ha hae (by positivity)) hC.le
    rw [highFloor, max_eq_right (sub_nonpos.mpr (Real.sqrt_le_sqrt h1))]
    norm_num
  refine ⟨IntegrableOn.of_forall_sdiff_eq_zero hcont.integrableOn_Ioc measurableSet_Ioi hzero, ?_⟩
  have key : ∀ k p X : ℝ, p ≠ 0 → k / p * (p * X) = k * X := by
    intro k p X h
    field_simp
  -- below the cutoff the expanded square has an explicit antiderivative
  have hder : ∀ e ∈ uIcc 0 a, HasDerivAt (fun x : ℝ => ρ * x
      - 2 * √ρ * √C / (d / 4 + 1) * x ^ (d / 4 + 1) + C / (d / 2 + 1) * x ^ (d / 2 + 1))
      (highFloor d C ρ e) e := by
    intro e he
    rw [uIcc_of_le ha] at he
    have h1 := (hasDerivAt_id' e).const_mul ρ
    have h2 := (Real.hasDerivAt_rpow_const (x := e) (p := d / 4 + 1)
      (Or.inr (by linarith))).const_mul (2 * √ρ * √C / (d / 4 + 1))
    have h3 := (Real.hasDerivAt_rpow_const (x := e) (p := d / 2 + 1)
      (Or.inr (by linarith))).const_mul (C / (d / 2 + 1))
    refine ((h1.fun_sub h2).fun_add h3).congr_deriv ?_
    have hle : C * e ^ (d / 2) ≤ ρ := by
      rw [← s2]
      exact mul_le_mul_of_nonneg_left (Real.rpow_le_rpow he.1 he.2 (by positivity)) hC.le
    have hsq : √(C * e ^ (d / 2)) ^ 2 = C * e ^ (d / 2) :=
      Real.sq_sqrt (mul_nonneg hC.le (Real.rpow_nonneg he.1 _))
    rw [highFloor, max_eq_left (sub_nonneg.mpr (Real.sqrt_le_sqrt hle)),
      key _ _ _ hp, key _ _ _ hq, add_sub_cancel_right, add_sub_cancel_right]
    have hlow := sqrt_low (d := d) hC he.1
    linear_combination 2 * √ρ * hlow - hsq - Real.sq_sqrt hρ
  have s1 : √ρ * (√C * a ^ (d / 4)) = ρ := by
    rw [← sqrt_low hC ha, s2, Real.mul_self_sqrt hρ]
  have hnum : 1 - 2 / (d / 4 + 1) + 1 / (d / 2 + 1) = d ^ 2 / ((d + 2) * (d + 4)) := by
    rw [show d / 4 + 1 = (d + 4) / 4 by ring, show d / 2 + 1 = (d + 2) / 2 by ring]
    field_simp
    ring
  have hR : ruminConstant d C * ρ ^ (1 + 2 / d)
      = (1 - 2 / (d / 4 + 1) + 1 / (d / 2 + 1)) * (ρ * a) := by
    rw [ruminConstant, hnum, mul_assoc, s3]
  rw [setIntegral_eq_of_subset_of_forall_sdiff_eq_zero measurableSet_Ioi
    (fun e he => he.1) hzero, ← intervalIntegral.integral_of_le ha,
    intervalIntegral.integral_eq_sub_of_hasDerivAt hder (hcont.intervalIntegrable 0 a),
    Real.zero_rpow hp, Real.zero_rpow hq, Real.rpow_add_one' ha hp, Real.rpow_add_one' ha hq,
    hR]
  linear_combination (-2 * a / (d / 4 + 1)) * s1 + (a / (d / 2 + 1)) * s2
```

Setting \(d=3\) leaves only arithmetic with the exponent and the prefactor.

```lean
/-- In three dimensions Rumin's integral is (9/35) C^(-2/3) ρ^(5/3). -/
theorem rumin_integral_three {C ρ : ℝ} (hC : 0 < C) (hρ : 0 ≤ ρ) :
    ∫ e in Ioi 0, highFloor 3 C ρ e = 9 / 35 * C ^ (-2 / 3 : ℝ) * ρ ^ (5 / 3 : ℝ) := by
  rw [(rumin_integral (by norm_num) hC hρ).2, ruminConstant,
    show (1 + 2 / 3 : ℝ) = 5 / 3 by norm_num,
    show (3 : ℝ) ^ 2 / ((3 + 2) * (3 + 4)) = 9 / 35 by norm_num]
```

## From the splitting to a bound on the density

In the local bound, `d` and `C` are again positive, and `u` is an element of any normed additive group `E`. For \(N\) orbitals one takes \(\mathbb{C}^N\) with the Euclidean norm, so that `‖u‖ ^ 2` is the density. The functions `low` and `high` assign the two parts to each cutoff. The hypothesis `hsplit` says that they add up to `u`, `hlow` is the exclusion-principle bound, and `hint` requires the high density to have a finite integral over the cutoff. This last condition matters because Lean assigns the value zero to the integral of a non-integrable function.

The proof replaces the left side by Rumin's integral and compares integrands with `setIntegral_mono_on`. The comparison is the triangle inequality `h1` combined with `h2`, the square root of `hlow`.

```lean
variable {E : Type*} [NormedAddCommGroup E]

/-- Let the vector `u` of orbital values at a point split, at every cutoff `e > 0`, into a low part
of density at most C e^(d/2) and a high part whose density is integrable over `e`. Then the high
density integrated over `e` is at least Rumin's constant times the total density to the power 1 +
2/d. -/
theorem local_kinetic_bound {d C : ℝ} (hd : 0 < d) (hC : 0 < C) (u : E) (low high : ℝ → E)
    (hsplit : ∀ e > 0, u = low e + high e) (hlow : ∀ e > 0, ‖low e‖ ^ 2 ≤ C * e ^ (d / 2))
    (hint : IntegrableOn (fun e => ‖high e‖ ^ 2) (Ioi 0)) :
    ruminConstant d C * (‖u‖ ^ 2) ^ (1 + 2 / d) ≤ ∫ e in Ioi 0, ‖high e‖ ^ 2 := by
  obtain ⟨hi, hv⟩ := rumin_integral hd hC (sq_nonneg ‖u‖)
  rw [← hv]
  refine setIntegral_mono_on hi hint measurableSet_Ioi (fun e he => ?_)
  -- triangle inequality for the orbital vector
  have h1 : ‖u‖ ≤ ‖low e‖ + ‖high e‖ := by
    rw [hsplit e he]
    exact norm_add_le _ _
  have h2 := (le_abs_self _).trans (Real.abs_le_sqrt (hlow e he))
  rw [highFloor, Real.sqrt_sq (norm_nonneg u)]
  exact pow_le_pow_left₀ (le_max_right _ _) (max_le (by linarith) (norm_nonneg _)) 2
```

The bound fails without `hlow`. Take `E` to be the real numbers, `u` equal to 1, and for every cutoff a low part equal to 1 and a high part equal to 0. The splitting and integrability hypotheses hold, but the right side is zero while the left side is `ruminConstant d C`, which is positive. Bosons show the same failure: with \(N\) of them in one fixed orbital, the kinetic energy grows like \(N\), whereas \(\int\rho^{5/3}\) grows like \(N^{5/3}\).

The spatial version places such a vector at every point of a measure space `X` with measure `μ`. The hypothesis `hT` makes the high density, already integrated over the cutoff, integrable over space. The conclusion is that \(\rho^{1+2/d}\) is integrable and that

\[
\frac{d^2}{(d+2)(d+4)}\,C^{-2/d}\int\rho^{1+2/d}\,d\mu\;\le\;\int\!\left(\int_0^\infty\|u^{\rm high}_e(x)\|^2\,de\right)d\mu(x).
\]

The local bound, applied at almost every point, gives `hb`. Division by the positive constant then dominates \(\rho^{1+2/d}\) by an integrable function, which proves integrability, and monotonicity of the integral gives the inequality.

```lean
/-- Let `u` be an almost everywhere strongly measurable function on space that splits, at every
point and every cutoff `e > 0`, into a low part of density at most C e^(d/2) and a high part. If the
high density is integrable over `e` at almost every point, and its integral over `e` is integrable
over space, then ρ^(1+2/d) with ρ = ‖u‖² is integrable, and Rumin's constant times its integral is
at most the high density integrated over cutoff and space. -/
theorem kinetic_bound {X : Type*} [MeasurableSpace X] {μ : Measure X} {d C : ℝ}
    (hd : 0 < d) (hC : 0 < C) (u : X → E) (low high : ℝ → X → E)
    (hu : AEStronglyMeasurable u μ) (hsplit : ∀ x, ∀ e > 0, u x = low e x + high e x)
    (hlow : ∀ x, ∀ e > 0, ‖low e x‖ ^ 2 ≤ C * e ^ (d / 2))
    (hint : ∀ᵐ x ∂μ, IntegrableOn (fun e => ‖high e x‖ ^ 2) (Ioi 0))
    (hT : Integrable (fun x => ∫ e in Ioi 0, ‖high e x‖ ^ 2) μ) :
    Integrable (fun x => (‖u x‖ ^ 2) ^ (1 + 2 / d)) μ ∧
      ruminConstant d C * ∫ x, (‖u x‖ ^ 2) ^ (1 + 2 / d) ∂μ
        ≤ ∫ x, (∫ e in Ioi 0, ‖high e x‖ ^ 2) ∂μ := by
  have hK : 0 < ruminConstant d C := by
    unfold ruminConstant
    positivity
  have hb : ∀ᵐ x ∂μ, ruminConstant d C * (‖u x‖ ^ 2) ^ (1 + 2 / d)
      ≤ ∫ e in Ioi 0, ‖high e x‖ ^ 2 := by
    filter_upwards [hint] with x hx
    exact local_kinetic_bound hd hC (u x) (fun e => low e x) (fun e => high e x)
      (hsplit x) (hlow x) hx
  have hc : Continuous (fun v : E => (‖v‖ ^ 2) ^ (1 + 2 / d)) :=
    (continuous_norm.pow 2).rpow_const (fun _ => Or.inr (by positivity))
  have hf : Integrable (fun x => (‖u x‖ ^ 2) ^ (1 + 2 / d)) μ := by
    refine Integrable.mono' (hT.const_mul (ruminConstant d C)⁻¹)
      (hc.comp_aestronglyMeasurable hu) ?_
    filter_upwards [hb] with x hx
    rw [Real.norm_of_nonneg (by positivity), ← div_eq_inv_mul, le_div_iff₀ hK, mul_comm]
    exact hx
  refine ⟨hf, ?_⟩
  rw [← integral_const_mul]
  exact integral_mono_ae (hf.const_mul _) hT hb
```

Nothing in the theorem ties `d` to the dimension of `X`; that link enters through the physical origin of `hlow`. Orthonormality, the spectral projections and the identification of the right side with a kinetic energy are likewise not part of the statement. With those supplied for free-particle kinetic energy, the inequality bounds the kinetic energy of a Slater determinant from below by a Thomas-Fermi type functional of its density, the kind of estimate used in proofs of the stability of matter. In three dimensions, with \(C\) taken from the plane-wave count, a uniform gas filled up to its Fermi energy has kinetic energy density \(\tfrac35 C^{-2/3}\rho^{5/3}\), so the factor \(9/35\) in the bound is \(3/7\) of the Thomas-Fermi value.

## A splitting that attains equality

For a single real orbital value \(\sqrt{\rho}\), let the low part fill up to its permitted maximum and give the remainder to the high part:

\[
u^{\rm low}_e=\min\!\left(\sqrt{\rho},\sqrt{C e^{d/2}}\right),\qquad
u^{\rm high}_e=\max\!\left(\sqrt{\rho}-\sqrt{C e^{d/2}},\,0\right).
\]

The four parts of the final theorem are the splitting, the low-density bound, integrability, and equality in the local bound. The first is proved by comparing the two square roots and the second by squaring the minimum. The other two follow from Rumin's integral, because the squared high part is exactly `highFloor`.

```lean
/-- For one real orbital value √ρ, the low part min(√ρ, √(C e^(d/2))) and the high part
max(√ρ - √(C e^(d/2)), 0) meet the hypotheses of the local bound and give equality in it. -/
theorem local_kinetic_bound_witness {d C ρ : ℝ} (hd : 0 < d) (hC : 0 < C) (hρ : 0 ≤ ρ) :
    (∀ e > 0, √ρ = min (√ρ) (√(C * e ^ (d / 2))) + max (√ρ - √(C * e ^ (d / 2))) 0) ∧
    (∀ e > 0, ‖min (√ρ) (√(C * e ^ (d / 2)))‖ ^ 2 ≤ C * e ^ (d / 2)) ∧
    IntegrableOn (fun e => ‖max (√ρ - √(C * e ^ (d / 2))) 0‖ ^ 2) (Ioi 0) ∧
    ∫ e in Ioi 0, ‖max (√ρ - √(C * e ^ (d / 2))) 0‖ ^ 2
      = ruminConstant d C * (‖√ρ‖ ^ 2) ^ (1 + 2 / d) := by
  have hfun : (fun e : ℝ => ‖max (√ρ - √(C * e ^ (d / 2))) 0‖ ^ 2) = highFloor d C ρ := by
    funext e
    rw [highFloor, Real.norm_of_nonneg (le_max_right _ _)]
  refine ⟨fun e _ => ?_, fun e he => ?_, ?_, ?_⟩
  · rcases le_total (√ρ) (√(C * e ^ (d / 2))) with h | h
    · rw [min_eq_left h, max_eq_right (sub_nonpos.mpr h), add_zero]
    · rw [min_eq_right h, max_eq_left (sub_nonneg.mpr h)]
      ring
  · have h0 : 0 ≤ min (√ρ) (√(C * e ^ (d / 2))) :=
      le_min (Real.sqrt_nonneg _) (Real.sqrt_nonneg _)
    have hpos : 0 ≤ C * e ^ (d / 2) := mul_nonneg hC.le (Real.rpow_nonneg (le_of_lt he) _)
    rw [Real.norm_of_nonneg h0]
    exact (pow_le_pow_left₀ h0 (min_le_right _ _) 2).trans_eq (Real.sq_sqrt hpos)
  · rw [hfun]
    exact (rumin_integral hd hC hρ).1
  · rw [hfun, Real.norm_of_nonneg (Real.sqrt_nonneg ρ), Real.sq_sqrt hρ]
    exact (rumin_integral hd hC hρ).2

end

end RuminKineticBound
```

```lean
#print axioms RuminKineticBound.rumin_integral
#print axioms RuminKineticBound.rumin_integral_three
#print axioms RuminKineticBound.kinetic_bound
```

```
'RuminKineticBound.rumin_integral' depends on axioms: [propext, Classical.choice, Quot.sound]
'RuminKineticBound.rumin_integral_three' depends on axioms: [propext, Classical.choice, Quot.sound]
'RuminKineticBound.kinetic_bound' depends on axioms: [propext, Classical.choice, Quot.sound]
```

For \(\rho>0\) the equality shows that no larger constant works in the local bound under its stated hypotheses. This does not settle the best constant for orthonormal orbitals, since the splitting is chosen at one point and need not come from the spectral projections of any set of orbitals.
